# The one-qubit Trotter step exp(-iaX) exp(-ibZ) has eigenvalues exp(±iθ) with θ = arccos(cos a cos b)

A Trotter step can enter a theorem either as a product of matrix exponentials or as the matrix of sines and cosines to which that product evaluates. Here it is the product of exponentials, and the trigonometric form is proved. An eigenvalue is a complex number z for which some nonzero vector v satisfies Uv = zv.

For a one-qubit Hamiltonian H = hX + gZ with real h and g, and a time step τ (with ħ = 1), the angles are a = hτ and b = gτ. Phase estimation applied to this two-term Trotter step therefore targets ±θ modulo 2π. In general these differ from the phases of exp(-iτH), though they agree when h or g is zero.

```lean
import Mathlib

open Matrix

namespace TrotterEigenphases

variable {n : Type*} [Fintype n] [DecidableEq n]
```

The first line loads the library Mathlib. The symbol `n` stands for a finite set of basis labels, so `Matrix n n ℂ` is the type of complex square matrices of any finite dimension.

## Rotations, the step and its phase

```lean
/-- The rotation `exp(-i a P)` generated by a matrix `P`. -/
noncomputable def rotation (a : ℝ) (P : Matrix n n ℂ) : Matrix n n ℂ :=
  NormedSpace.exp ((-(Complex.I * (a : ℂ))) • P)
```

This is R(a, P) = exp(-iaP), with the true matrix exponential. The sign `•` multiplies a matrix by a number, and `(a : ℂ)` reads the real angle a as a complex number. There is no factor 1/2 in the exponent, so for a Pauli matrix the Bloch sphere turns by 2a.

```lean
/-- The first-order Trotter step `exp(-i a P) exp(-i b Q)`. -/
noncomputable def trotterStep (a b : ℝ) (P Q : Matrix n n ℂ) : Matrix n n ℂ :=
  rotation a P * rotation b Q
```

The step is U = exp(-iaP) exp(-ibQ). The factor containing Q acts first on a state vector.

```lean
/-- The eigenphase `θ = arccos(cos a cos b)`. -/
noncomputable def eigenphase (a b : ℝ) : ℝ := Real.arccos (Real.cos a * Real.cos b)
```

The real arccosine takes values from 0 to π, so this fixes θ in that range. The other phase is written as -θ.

```lean
/-- The Pauli matrix `X`. -/
noncomputable def pauliX : Matrix (Fin 2) (Fin 2) ℂ := !![0, 1; 1, 0]
```

The notation `!![0, 1; 1, 0]` lists a matrix row by row.

```lean
/-- The Pauli matrix `Z`. -/
noncomputable def pauliZ : Matrix (Fin 2) (Fin 2) ℂ := !![1, 0; 0, -1]
```

Z is diagonal with entries 1 and -1, which makes the computational basis its eigenbasis.

```lean
/-- The Pauli matrices `X` and `Z` square to one and anticommute. -/
theorem pauli_witness :
    pauliX * pauliX = 1 ∧ pauliZ * pauliZ = 1 ∧ pauliX * pauliZ = -(pauliZ * pauliX) := by
  refine ⟨?_, ?_, ?_⟩ <;> ext i j <;> fin_cases i <;> fin_cases j <;>
    simp [pauliX, pauliZ, Matrix.mul_apply, Fin.sum_univ_two]
```

A `theorem` gives a statement after the colon and its proof after `:=`. This one says

X² = 1, Z² = 1, XZ = -ZX.

The proof compares the matrices entry by entry. These three relations are all that the general theorems below require of P and Q. Two anticommuting Pauli strings on several qubits satisfy them as well.

## From the exponential to sine and cosine

```lean
/-- If `P² = 1`, then `exp(-i a P) = cos a - i sin a P`. -/
theorem rotation_eq (a : ℝ) (P : Matrix n n ℂ) (hP : P * P = 1) :
    rotation a P = (Real.cos a : ℂ) • (1 : Matrix n n ℂ)
      - (Complex.I * (Real.sin a : ℂ)) • P := by
  have hc := (Complex.hasSum_cos (a : ℂ)).smul_const (1 : Matrix n n ℂ)
  have hs := ((Complex.hasSum_sin (a : ℂ)).mul_left (-Complex.I)).smul_const P
  have he : ∀ k : ℕ, P ^ (2 * k) = 1 := fun k => by rw [pow_mul, pow_two, hP, one_pow]
  have ho : ∀ k : ℕ, P ^ (2 * k + 1) = P := fun k => by rw [pow_succ, he, one_mul]
  have hI : ∀ k : ℕ, (-(Complex.I * (a : ℂ))) ^ (2 * k) = (-1) ^ k * (a : ℂ) ^ (2 * k) := by
    intro k
    have h2 : (-(Complex.I * (a : ℂ))) ^ 2 = -1 * (a : ℂ) ^ 2 := by
      rw [neg_sq, mul_pow, Complex.I_sq]
    rw [pow_mul, h2, mul_pow, ← pow_mul]
  -- even powers build the cosine, odd powers the sine
  have hJ : ∀ k : ℕ, (-(Complex.I * (a : ℂ))) ^ (2 * k + 1)
      = -Complex.I * ((-1) ^ k * (a : ℂ) ^ (2 * k + 1)) := by
    intro k
    have key : ∀ e x y J : ℂ, e * x * -(J * y) = -J * (e * (x * y)) := by
      intro e x y J
      ring
    rw [pow_succ (-(Complex.I * (a : ℂ))) (2 * k), hI k, pow_succ (a : ℂ) (2 * k), key]
  have hcomm : ∀ (k : ℕ) (x : ℂ), (k.factorial : ℂ)⁻¹ * (-Complex.I * x)
      = -Complex.I * ((k.factorial : ℂ)⁻¹ * x) := fun _ _ => mul_left_comm _ _ _
  have h1 : HasSum (fun k : ℕ => (((2 * k).factorial : ℂ)⁻¹) •
      ((-(Complex.I * (a : ℂ))) • P) ^ (2 * k)) (Complex.cos a • (1 : Matrix n n ℂ)) := by
    simpa only [smul_pow, he, smul_smul, hI, div_eq_inv_mul] using hc
  have h2 : HasSum (fun k : ℕ => (((2 * k + 1).factorial : ℂ)⁻¹) •
      ((-(Complex.I * (a : ℂ))) • P) ^ (2 * k + 1))
      ((-Complex.I * Complex.sin a) • P) := by
    simpa only [smul_pow, ho, smul_smul, hJ, hcomm, div_eq_inv_mul] using hs
  have h : HasSum (fun k : ℕ => ((k.factorial : ℂ)⁻¹) • ((-(Complex.I * (a : ℂ))) • P) ^ k)
      (Complex.cos a • (1 : Matrix n n ℂ) + (-Complex.I * Complex.sin a) • P) :=
    HasSum.even_add_odd h1 h2
  have hexp : (NormedSpace.exp : Matrix n n ℂ → Matrix n n ℂ)
      = fun x => ∑' k : ℕ, ((k.factorial : ℂ)⁻¹) • x ^ k :=
    NormedSpace.exp_eq_tsum (𝕂 := ℂ)
  rw [rotation, hexp, Complex.ofReal_cos, Complex.ofReal_sin]
  simp only [h.tsum_eq]
  rw [neg_mul, neg_smul, ← sub_eq_add_neg]
```

The hypothesis `hP` is P² = 1. By hand, even powers of P are 1 and odd powers are P, so

(-iaP)^(2k) = (-1)^k a^(2k) 1
(-iaP)^(2k+1) = -i (-1)^k a^(2k+1) P.

Dividing by the factorials and summing gives the cosine series times 1 and the sine series times -iP:

exp(-iaP) = cos a 1 - i sin a P.

The Lean proof follows the same split. `he` and `ho` evaluate the powers of P, while `hI` and `hJ` evaluate the powers of -ia. `h1` and `h2` are the sums of the even and odd terms, and `HasSum.even_add_odd` joins them into the full series.

Another model would take cos a 1 - i sin a P as the definition of a rotation. This theorem would then disappear and the later algebra would stay the same, but the results would concern matrix exponentials only after a separate proof that the two agree.

```lean
/-- The identity `cos² a - i² sin² a = 1` in complex form. -/
theorem cos_sin_identity (a : ℝ) :
    (Real.cos a : ℂ) ^ 2 - Complex.I ^ 2 * (Real.sin a : ℂ) ^ 2 = 1 := by
  rw [Complex.ofReal_cos, Complex.ofReal_sin, Complex.I_sq, neg_one_mul, sub_neg_eq_add,
    add_comm, Complex.sin_sq_add_cos_sq]
```

Since i² = -1, this is cos² a + sin² a = 1. It is written with i² left standing because the next proofs treat i as a letter J and use only this relation.

```lean
/-- If `P² = 1`, the rotation by `-a` undoes the rotation by `a`. -/
theorem rotation_mul_neg (a : ℝ) (P : Matrix n n ℂ) (hP : P * P = 1) :
    rotation a P * rotation (-a) P = 1 := by
  have key : ∀ c s J : ℂ, c ^ 2 - J ^ 2 * s ^ 2 = 1 →
      (c • (1 : Matrix n n ℂ) - (J * s) • P) * (c • (1 : Matrix n n ℂ) - (J * -s) • P)
        = 1 := by
    intro c s J h
    simp only [sub_mul, mul_sub, smul_mul_assoc, mul_smul_comm, one_mul, mul_one, hP]
    ext i j
    simp only [Matrix.sub_apply, Matrix.smul_apply, smul_eq_mul]
    generalize (1 : Matrix n n ℂ) i j = e
    linear_combination e * h
  rw [rotation_eq a P hP, rotation_eq (-a) P hP, Real.cos_neg, Real.sin_neg,
    Complex.ofReal_neg]
  exact key _ _ _ (cos_sin_identity a)
```

Write c = cos a and s = sin a. Changing the sign of a changes only the sign of s, so

(c - isP)(c + isP) = c² - i²s²P² = c² + s² = 1.

In Lean, `key` is this calculation for general letters. The tactic `linear_combination` checks that the remaining identity follows from the trigonometric relation.

## A quadratic equation for the whole matrix

```lean
/-- For anticommuting involutions `P` and `Q` of any dimension, the Trotter step `U` obeys
`U² - 2 cos a cos b U + 1 = 0`. -/
theorem trotterStep_quadratic (a b : ℝ) (P Q : Matrix n n ℂ)
    (hP : P * P = 1) (hQ : Q * Q = 1) (hPQ : P * Q = -(Q * P)) :
    trotterStep a b P Q ^ 2 - (2 * Real.cos a * Real.cos b : ℂ) • trotterStep a b P Q + 1
      = 0 := by
  -- reversing the order and the sign of both angles gives the inverse
  have hinv : trotterStep a b P Q * (rotation (-b) Q * rotation (-a) P) = 1 := by
    rw [trotterStep, mul_assoc, ← mul_assoc (rotation b Q), rotation_mul_neg b Q hQ,
      one_mul, rotation_mul_neg a P hP]
  have key : ∀ c s d t J : ℂ,
      (c • (1 : Matrix n n ℂ) - (J * s) • P) * (d • (1 : Matrix n n ℂ) - (J * t) • Q)
        + (d • (1 : Matrix n n ℂ) - (J * -t) • Q) * (c • (1 : Matrix n n ℂ) - (J * -s) • P)
        = (2 * c * d) • (1 : Matrix n n ℂ) := by
    intro c s d t J
    simp only [sub_mul, mul_sub, smul_mul_assoc, mul_smul_comm, one_mul, mul_one, hPQ]
    generalize Q * P = R
    ext i j
    simp only [Matrix.add_apply, Matrix.sub_apply, Matrix.smul_apply, Matrix.neg_apply,
      smul_eq_mul]
    generalize (1 : Matrix n n ℂ) i j = e
    ring
  -- the step and its inverse add up to a number
  have hsum : trotterStep a b P Q + rotation (-b) Q * rotation (-a) P
      = (2 * Real.cos a * Real.cos b : ℂ) • (1 : Matrix n n ℂ) := by
    rw [trotterStep, rotation_eq a P hP, rotation_eq b Q hQ, rotation_eq (-a) P hP,
      rotation_eq (-b) Q hQ]
    simp only [Real.cos_neg, Real.sin_neg, Complex.ofReal_neg]
    exact key _ _ _ _ _
  have h := congrArg (fun M => trotterStep a b P Q * M) hsum
  simp only [mul_add, hinv, mul_smul_comm, mul_one] at h
  rw [pow_two, ← h, sub_add_eq_sub_sub, sub_self, zero_sub, neg_add_cancel]
```

The hypotheses are P² = 1, Q² = 1 and PQ = -QP. Neither matrix is assumed to be Hermitian. Write also d = cos b and t = sin b. The step is

U = (c - isP)(d - itQ) = cd - ictQ - isdP - st PQ.

Reversing the order and both angles gives

V = (d + itQ)(c + isP) = cd + ictQ + isdP - st QP.

The terms linear in P and Q cancel in the sum, and anticommutation removes the rest:

U + V = 2cd - st(PQ + QP) = 2cd.

The inner factors of UV cancel first and then the outer ones, so UV = 1. Multiplying the sum by U from the left gives U² + 1 = 2cd U, or

U² - 2 cos a cos b U + 1 = 0.

In the proof, `hinv` is UV = 1 and `hsum` is U + V = 2cd, with its algebra done in `key`. The line beginning `have h := congrArg` multiplies by U.

## The two roots

```lean
/-- The quadratic `z² - 2 cos a cos b z + 1` has the roots `exp(iθ)` and `exp(-iθ)`,
where `θ = arccos(cos a cos b)`. -/
theorem quadratic_roots (a b : ℝ) (z : ℂ) :
    z ^ 2 - 2 * Real.cos a * Real.cos b * z + 1 = 0 ↔
      z = Complex.exp (eigenphase a b * Complex.I) ∨
      z = Complex.exp (-(eigenphase a b * Complex.I)) := by
  have hb : |Real.cos a * Real.cos b| ≤ 1 := by
    rw [abs_mul]
    exact mul_le_one₀ (Real.abs_cos_le_one a) (abs_nonneg _) (Real.abs_cos_le_one b)
  have hcos : Real.cos (eigenphase a b) = Real.cos a * Real.cos b :=
    Real.cos_arccos (abs_le.mp hb).1 (abs_le.mp hb).2
  have hc : (Real.cos (eigenphase a b) : ℂ) = Real.cos a * Real.cos b := by
    rw [hcos, Complex.ofReal_mul]
  have e1 : Complex.exp (eigenphase a b * Complex.I)
      = Real.cos (eigenphase a b) + Real.sin (eigenphase a b) * Complex.I := by
    rw [Complex.exp_mul_I, Complex.ofReal_cos, Complex.ofReal_sin]
  have e2 : Complex.exp (-(eigenphase a b * Complex.I))
      = Real.cos (eigenphase a b) - Real.sin (eigenphase a b) * Complex.I := by
    rw [← neg_mul, Complex.exp_mul_I, Complex.cos_neg, Complex.sin_neg,
      Complex.ofReal_cos, Complex.ofReal_sin, neg_mul, ← sub_eq_add_neg]
  have key : ∀ C S A B J : ℂ, C = A * B → C ^ 2 - J ^ 2 * S ^ 2 = 1 →
      z ^ 2 - 2 * A * B * z + 1 = (z - (C + S * J)) * (z - (C - S * J)) := by
    intro C S A B J h1 h2
    linear_combination 2 * z * h1 - h2
  rw [key _ _ _ _ _ hc (cos_sin_identity (eigenphase a b)), ← e1, ← e2, mul_eq_zero,
    sub_eq_zero, sub_eq_zero]
```

The sign `↔` means "if and only if". The product cos a cos b lies between -1 and 1, so its arccosine θ satisfies cos θ = cos a cos b. With C = cos θ and S = sin θ,

(z - (C + iS))(z - (C - iS)) = z² - 2Cz + C² + S² = z² - 2 cos a cos b z + 1.

The factors vanish at exp(iθ) and exp(-iθ). The proof establishes the bound in `hb`, the cosine of θ in `hcos` and the factorisation in `key`. A product of complex numbers is zero only if one factor is, which gives the two alternatives.

```lean
/-- For anticommuting involutions of any dimension, every eigenvalue of the Trotter step is
`exp(iθ)` or `exp(-iθ)` with `θ = arccos(cos a cos b)`. -/
theorem trotterStep_eigenvalue (a b : ℝ) (P Q : Matrix n n ℂ)
    (hP : P * P = 1) (hQ : Q * Q = 1) (hPQ : P * Q = -(Q * P))
    (z : ℂ) (v : n → ℂ) (hv0 : v ≠ 0) (hv : trotterStep a b P Q *ᵥ v = z • v) :
    z = Complex.exp (eigenphase a b * Complex.I) ∨
      z = Complex.exp (-(eigenphase a b * Complex.I)) := by
  have key : ∀ (U : Matrix n n ℂ) (t : ℂ), U *ᵥ v = z • v → U ^ 2 - t • U + 1 = 0 →
      (z ^ 2 - t * z + 1) • v = 0 := by
    intro U t hU h
    have h2 : (U ^ 2 - t • U + 1) *ᵥ v = 0 := by rw [h, Matrix.zero_mulVec]
    rw [Matrix.add_mulVec, Matrix.sub_mulVec, Matrix.smul_mulVec, Matrix.one_mulVec,
      pow_two, ← Matrix.mulVec_mulVec, hU, Matrix.mulVec_smul, hU] at h2
    rw [add_smul, sub_smul, one_smul, pow_two, mul_smul, mul_smul]
    exact h2
  have h := key _ _ hv (trotterStep_quadratic a b P Q hP hQ hPQ)
  exact (quadratic_roots a b z).mp ((smul_eq_zero.mp h).resolve_right hv0)
```

The expression `U *ᵥ v` is the matrix U applied to the vector v. If Uv = zv, then U²v = z²v, and applying the matrix equation to v gives

0 = (U² - 2 cos a cos b U + 1)v = (z² - 2 cos a cos b z + 1)v.

Because v is not zero, the number in front of it is, and the previous theorem names its roots. The `key` step carries out this passage from matrix to number.

In this general setting the theorem restricts the eigenvalues to two candidates. It does not say that each of them occurs, nor how often.

## One qubit: the determinant and both eigenvalues

```lean
/-- The one-qubit step `U = exp(-i a X) exp(-i b Z)` has the characteristic polynomial
`det(z - U) = z² - 2 cos a cos b z + 1`. -/
theorem qubit_charpoly (a b : ℝ) (z : ℂ) :
    (z • (1 : Matrix (Fin 2) (Fin 2) ℂ) - trotterStep a b pauliX pauliZ).det
      = z ^ 2 - 2 * Real.cos a * Real.cos b * z + 1 := by
  -- the determinant needs only the two trigonometric identities
  have key : ∀ c s d t J : ℂ, c ^ 2 - J ^ 2 * s ^ 2 = 1 → d ^ 2 - J ^ 2 * t ^ 2 = 1 →
      (z • (1 : Matrix (Fin 2) (Fin 2) ℂ)
        - (c • (1 : Matrix (Fin 2) (Fin 2) ℂ) - (J * s) • pauliX)
          * (d • (1 : Matrix (Fin 2) (Fin 2) ℂ) - (J * t) • pauliZ)).det
        = z ^ 2 - 2 * c * d * z + 1 := by
    intro c s d t J h1 h2
    have x00 : pauliX 0 0 = 0 := rfl
    have x01 : pauliX 0 1 = 1 := rfl
    have x10 : pauliX 1 0 = 1 := rfl
    have x11 : pauliX 1 1 = 0 := rfl
    have z00 : pauliZ 0 0 = 1 := rfl
    have z01 : pauliZ 0 1 = 0 := rfl
    have z10 : pauliZ 1 0 = 0 := rfl
    have z11 : pauliZ 1 1 = -1 := rfl
    have o01 : (1 : Matrix (Fin 2) (Fin 2) ℂ) 0 1 = 0 := Matrix.one_apply_ne (by decide)
    have o10 : (1 : Matrix (Fin 2) (Fin 2) ℂ) 1 0 = 0 := Matrix.one_apply_ne (by decide)
    simp only [Matrix.det_fin_two, Matrix.sub_apply, Matrix.smul_apply, Matrix.mul_apply,
      Fin.sum_univ_two, smul_eq_mul, Matrix.one_apply_eq, x00, x01, x10, x11, z00, z01,
      z10, z11, o01, o10]
    linear_combination (d ^ 2 - J ^ 2 * t ^ 2) * h1 + h2
  rw [trotterStep, rotation_eq a _ pauli_witness.1, rotation_eq b _ pauli_witness.2.1]
  exact key _ _ _ _ _ (cos_sin_identity a) (cos_sin_identity b)
```

The characteristic polynomial is stated through its value det(z1 - U) at every complex z. With P = X and Q = Z, the two factors multiply to the matrix with rows

( c(d - it), -is(d + it) )
( -is(d - it), c(d + it) ).

Hence

det(z1 - U) = (z - c(d - it))(z - c(d + it)) - i²s²(d + it)(d - it)
= z² - 2cdz + (c² + s²)(d² + t²)
= z² - 2 cos a cos b z + 1.

The proof lists the entries of X, Z and the identity, expands the 2 × 2 determinant, and lets `linear_combination` apply the two trigonometric relations.

```lean
/-- The eigenvalues of `exp(-i a X) exp(-i b Z)` are exactly `exp(iθ)` and `exp(-iθ)`, with
`θ = arccos(cos a cos b)`. -/
theorem qubit_eigenvalues (a b : ℝ) (z : ℂ) :
    (∃ v : Fin 2 → ℂ, v ≠ 0 ∧ trotterStep a b pauliX pauliZ *ᵥ v = z • v) ↔
      z = Complex.exp (eigenphase a b * Complex.I) ∨
      z = Complex.exp (-(eigenphase a b * Complex.I)) := by
  constructor
  · rintro ⟨v, hv0, hv⟩
    exact trotterStep_eigenvalue a b _ _ pauli_witness.1 pauli_witness.2.1
      pauli_witness.2.2 z v hv0 hv
  · intro hz
    -- a root of the characteristic polynomial has an eigenvector
    have hdet := (qubit_charpoly a b z).trans ((quadratic_roots a b z).mpr hz)
    obtain ⟨v, hv0, hv⟩ := Matrix.exists_mulVec_eq_zero_iff.mpr hdet
    rw [Matrix.sub_mulVec, Matrix.smul_mulVec, Matrix.one_mulVec, sub_eq_zero] at hv
    exact ⟨v, hv0, hv.symm⟩

end TrotterEigenphases
```

The left side of `↔` says that z has a nonzero eigenvector (`∃` means "there exists"), and the right side says that z is exp(iθ) or exp(-iθ). The forward direction is the general eigenvalue theorem applied to X and Z. For the converse, either value makes the characteristic determinant zero. The matrix z1 - U is then singular, so some nonzero v satisfies (z1 - U)v = 0, which is Uv = zv. The lemma `Matrix.exists_mulVec_eq_zero_iff` supplies this vector.

The two values coincide when cos a cos b is 1 or -1. Both sines then vanish, and U is the identity or its negative.

The theorem concerns a single first-order step with two terms. It gives the phases of that step exactly, but no bound on their distance from those of exp(-i(aX + bZ)), which are ±√(a² + b²) by the usual Pauli algebra.

```lean
#print axioms TrotterEigenphases.trotterStep_eigenvalue
#print axioms TrotterEigenphases.qubit_eigenvalues
```

```
'TrotterEigenphases.trotterStep_eigenvalue' depends on axioms: [propext, Classical.choice, Quot.sound]
'TrotterEigenphases.qubit_eigenvalues' depends on axioms: [propext, Classical.choice, Quot.sound]
```
